# AKLT blocks: four orthogonal boundary vectors and their singlet–triplet entanglement spectrum

Take two neighbouring spin-1 sites of an AKLT state in the Cartesian basis, where the site matrices are, up to a common normalisation factor that is dropped throughout, the Pauli matrices \(\sigma_x,\sigma_y,\sigma_z\). Closing the pair with the identity gives the amplitudes \(\mathrm{tr}(\sigma_a\sigma_b)=2\delta_{ab}\), with squared norm \(3\cdot 4=12\). Closing it with a Pauli matrix gives \(\mathrm{tr}(\sigma_k\sigma_a\sigma_b)=2i\,\varepsilon_{kab}\), with squared norm \(2\cdot 4=8\) for each \(k\). The four vectors are mutually orthogonal: one singlet and three members of a triplet.

For \(n\) sites I expect the same pattern, with squared norms \(3^n+3(-1)^n\) and \(3^n-(-1)^n\), and I expect these numbers to fix the entanglement spectrum of a block in a closed ring. Can this be proved rigorously for every \(n\), with a machine-checked proof?

## Absorbing one site into the boundary matrix

Yes. One way to do it is to allow arbitrary boundary matrices, because then a block can be shortened by one site at a time.

For a \(2\times2\) matrix \(B\) and a string \(a=(a_0,\dots,a_{n-1})\) with entries in \(\{x,y,z\}\), define

\[
\phi_B(a)=\mathrm{tr}(B\,\sigma_{a_0}\cdots\sigma_{a_{n-1}}),\qquad
G_n(B,C)=\sum_a \overline{\phi_B(a)}\,\phi_C(a).
\]

The first Pauli matrix can be counted as part of the boundary, so

\[
G_{n+1}(B,C)=\sum_k G_n(B\sigma_k,C\sigma_k).
\]

Two facts evaluate this sum. Since \(\sigma_k\) is Hermitian and squares to one, \(\mathrm{tr}((B\sigma_k)^\dagger C\sigma_k)=\mathrm{tr}(B^\dagger C)\). Expanding \(B\) and \(C\) in the orthogonal basis \(\{1,\sigma_x,\sigma_y,\sigma_z\}\), whose members all have squared norm 2, gives

\[
\sum_k\overline{\mathrm{tr}(B\sigma_k)}\,\mathrm{tr}(C\sigma_k)
=2\,\mathrm{tr}(B^\dagger C)-\overline{\mathrm{tr}B}\,\mathrm{tr}C .
\]

The claim is

\[
G_n(B,C)=\frac{3^n-(-1)^n}{2}\,\mathrm{tr}(B^\dagger C)+(-1)^n\,\overline{\mathrm{tr}B}\,\mathrm{tr}C .
\]

At \(n=0\) the amplitude is \(\mathrm{tr}B\), and the formula holds. In the induction step the coefficient of \(\mathrm{tr}(B^\dagger C)\) becomes

\[
3\cdot\frac{3^n-(-1)^n}{2}+2(-1)^n=\frac{3^{n+1}-(-1)^{n+1}}{2},
\]

and the coefficient of the other term changes sign, as required.

Now let \(S_0=1\) and let \(S_1,S_2,S_3\) be \(\sigma_x,\sigma_y,\sigma_z\). Write \(\phi_\mu\) for \(\phi_{S_\mu}\). Since \(\mathrm{tr}(S_\mu^\dagger S_\nu)=2\delta_{\mu\nu}\) and only \(S_0\) has a trace, namely 2, the four vectors are orthogonal with squared norms

\[
w_n(0)=3^n+3(-1)^n,\qquad w_n(\mu)=3^n-(-1)^n\quad(\mu=1,2,3).
\]

## From block norms to the spectrum of the ring

Cut a ring of \(n+m\) sites into a block with string \(a\) and an environment with string \(b\). For any \(2\times2\) matrices, \(\mathrm{tr}(XY)=\tfrac12\sum_\mu\mathrm{tr}(S_\mu X)\,\mathrm{tr}(S_\mu Y)\). The ring amplitude is therefore

\[
\psi(a,b)=\frac12\sum_{\mu=0}^{3}\phi_\mu(a)\,\phi_\mu(b).
\]

Summing over \(b\) removes the cross terms, because the environment vectors are orthogonal as well:

\[
\rho(a,a')=\sum_b\psi(a,b)\overline{\psi(a',b)}
=\frac14\sum_\mu w_m(\mu)\,\phi_\mu(a)\,\overline{\phi_\mu(a')} .
\]

Applying \(\rho\) to \(\phi_\nu\) gives \(\tfrac14 w_n(\nu)w_m(\nu)\,\phi_\nu\), and applying it to a vector orthogonal to all four gives zero. The squared norm of the ring state is \(w_{n+m}(0)\), so for \(n+m\ge2\) the normalised eigenvalue belonging to each nonzero \(\phi_\nu\) is

\[
p_\nu=\frac{w_n(\nu)\,w_m(\nu)}{4\,w_{n+m}(0)} .
\]

The number of nonzero eigenvalues, counted with multiplicity, is the number of block states needed to represent the ring state exactly; for this particular spin-1 ring, whose matrices are \(2\times2\), it is at most four.

## How the Lean statements express the physics

A configuration of \(n\) sites is a function `Fin n → Fin 3`, and a vector in the \(3^n\)-dimensional block space is a complex function of configurations. `pauli 0`, `pauli 1` and `pauli 2` are \(\sigma_x,\sigma_y,\sigma_z\). `bondOp μ` is \(S_\mu\), `amp B a` is \(\phi_B(a)\), `blockVec μ` is \(\phi_\mu\), and `blockWeight n μ` is \(w_n(\mu)\). The inner product is conjugated in its first argument.

`blockVec_gram` states the orthogonality and the norms together, for every \(n\), including \(n=0\). `reducedDensity m` is the unnormalised \(\rho\), with `Fin.append` joining the block and environment strings. `entanglement_spectrum` is the eigenvalue equation, component by component, and `reducedDensity_kernel` covers the orthogonal complement.

An eigenvalue equation says something only about a nonzero vector. At \(n=1\) the identity vector vanishes, since Pauli matrices are traceless, and only the triplet remains. `blockVec_ne_zero` shows that all four vectors are nonzero once \(n\ge2\). Their eigenvalues are all nonzero when \(m\ge2\) too; an environment of a single site removes the singlet level.

The AKLT state enters through its matrix-product form. The file contains neither the AKLT Hamiltonian nor spin rotations, so the ground-state property and the names "singlet" and "triplet" are physical interpretation, while the pattern of one value and three equal values is proved. The theorems concern finite closed rings and the eigenvalues of \(\rho\) itself, not their negative logarithms.

```lean
import Mathlib

open Matrix ComplexConjugate

namespace AKLTEntanglementSpectrum

noncomputable section

/-- The three Pauli matrices, which are the AKLT matrices in the Cartesian spin-1 basis. -/
def pauli : Fin 3 → Matrix (Fin 2) (Fin 2) ℂ :=
  ![!![0, 1; 1, 0], !![0, -Complex.I; Complex.I, 0], !![1, 0; 0, -1]]

/-- The four boundary matrices: the identity (index 0) and the three Pauli matrices. -/
def bondOp : Fin 4 → Matrix (Fin 2) (Fin 2) ℂ :=
  ![1, pauli 0, pauli 1, pauli 2]

/-- The amplitude `tr (B σ_a1 ... σ_an)` of a block of `n` sites with boundary matrix `B`. -/
def amp {n : ℕ} (B : Matrix (Fin 2) (Fin 2) ℂ) (a : Fin n → Fin 3) : ℂ :=
  (B * ((List.ofFn a).map pauli).prod).trace

/-- The block vector belonging to one of the four boundary matrices. -/
def blockVec {n : ℕ} (μ : Fin 4) (a : Fin n → Fin 3) : ℂ := amp (bondOp μ) a

/-- The number `3^n + 3(-1)^n` for the identity and `3^n - (-1)^n` for each Pauli matrix. -/
def blockWeight (n : ℕ) (μ : Fin 4) : ℝ :=
  if μ = 0 then 3 ^ n + 3 * (-1) ^ n else 3 ^ n - (-1) ^ n

/-- The unnormalised reduced density matrix of `n` adjacent sites in the AKLT ring of `n + m`
sites, obtained by summing over the other `m` sites. -/
def reducedDensity (m : ℕ) {n : ℕ} (a a' : Fin n → Fin 3) : ℂ :=
  ∑ b : Fin m → Fin 3, amp 1 (Fin.append a b) * conj (amp 1 (Fin.append a' b))

/-- Multiplying two matrices from the right by the same Pauli matrix preserves their
trace inner product. -/
theorem trace_pauli_invariant (B C : Matrix (Fin 2) (Fin 2) ℂ) (k : Fin 3) :
    ((B * pauli k)ᴴ * (C * pauli k)).trace = (Bᴴ * C).trace := by
  have h1 : (pauli k)ᴴ = pauli k := by
    fin_cases k <;> ext i j <;> fin_cases i <;> fin_cases j <;> simp [pauli]
  have h2 : pauli k * pauli k = 1 := by
    fin_cases k <;> ext i j <;> fin_cases i <;> fin_cases j <;>
      simp [pauli, Matrix.mul_apply, Fin.sum_univ_two]
  rw [Matrix.conjTranspose_mul, h1, Matrix.mul_assoc, Matrix.trace_mul_comm]
  simp only [Matrix.mul_assoc, h2, Matrix.mul_one]

/-- Completeness of the Pauli matrices, written for the overlaps of one-site blocks. -/
theorem pauli_completeness (B C : Matrix (Fin 2) (Fin 2) ℂ) :
    ∑ k, conj (B * pauli k).trace * (C * pauli k).trace
      = 2 * (Bᴴ * C).trace - conj B.trace * C.trace := by
  simp [Fin.sum_univ_three, pauli, Matrix.trace_fin_two, Matrix.mul_apply, Fin.sum_univ_two]
  linear_combination
    (-((conj (B 0 1) - conj (B 1 0)) * (C 0 1 - C 1 0))) * Complex.I_sq

/-- The overlap of two `n`-site block vectors with arbitrary boundary matrices `B` and `C`. -/
theorem block_overlap (n : ℕ) (B C : Matrix (Fin 2) (Fin 2) ℂ) :
    ∑ a : Fin n → Fin 3, conj (amp B a) * amp C a
      = (3 ^ n - (-1) ^ n) / 2 * (Bᴴ * C).trace + (-1) ^ n * (conj B.trace * C.trace) := by
  induction n generalizing B C with
  | zero => simp [amp]
  | succ n ih =>
    -- split off the first site and absorb its Pauli matrix into the boundary
    have hsplit : ∀ f : (Fin (n + 1) → Fin 3) → ℂ,
        ∑ a, f a = ∑ k : Fin 3, ∑ a : Fin n → Fin 3, f (Fin.cons k a) := by
      intro f
      rw [← (Fin.consEquiv (fun _ : Fin (n + 1) => Fin 3)).sum_comp f, Fintype.sum_prod_type]
      rfl
    have hcons : ∀ (D : Matrix (Fin 2) (Fin 2) ℂ) (k : Fin 3) (a : Fin n → Fin 3),
        amp D (Fin.cons k a : Fin (n + 1) → Fin 3) = amp (D * pauli k) a := by
      intro D k a
      simp [amp, List.ofFn_succ, Matrix.mul_assoc]
    rw [hsplit]
    simp only [hcons, ih, trace_pauli_invariant]
    rw [Finset.sum_add_distrib, Finset.sum_const, ← Finset.mul_sum, pauli_completeness]
    simp only [Finset.card_univ, Fintype.card_fin, nsmul_eq_mul]
    push_cast
    ring

/-- The four block vectors are pairwise orthogonal, with squared norm `3^n + 3(-1)^n` for the
identity and `3^n - (-1)^n` for each Pauli matrix. -/
theorem blockVec_gram (n : ℕ) (μ ν : Fin 4) :
    ∑ a : Fin n → Fin 3, conj (blockVec μ a) * blockVec ν a
      = if μ = ν then (blockWeight n μ : ℂ) else 0 := by
  have h1 : ∀ μ ν : Fin 4, ((bondOp μ)ᴴ * bondOp ν).trace = if μ = ν then 2 else 0 := by
    intro μ ν
    fin_cases μ <;> fin_cases ν <;>
      simp [bondOp, pauli, Matrix.trace_fin_two, Matrix.mul_apply, Fin.sum_univ_two] <;>
      norm_num
  have h2 : ∀ μ : Fin 4, (bondOp μ).trace = if μ = 0 then 2 else 0 := by
    intro μ
    fin_cases μ <;> simp [bondOp, pauli, Matrix.trace_fin_two]
  have h3 : ∀ μ : Fin 4, conj (bondOp μ).trace = if μ = 0 then 2 else 0 := by
    intro μ
    rw [h2]
    split_ifs
    · apply Complex.ext <;> simp
    · simp
  simp only [blockVec]
  rw [block_overlap, h1, h3, h2]
  rcases eq_or_ne μ ν with rfl | h
  · by_cases h0 : μ = 0 <;> simp [h0, blockWeight]
    ring
  · by_cases h0 : μ = 0
    · subst h0
      simp [h, h.symm]
    · simp [h, h0]

/-- Decomposition of the AKLT ring state into products of block vectors on two
complementary blocks. -/
theorem ring_schmidt {n m : ℕ} (a : Fin n → Fin 3) (b : Fin m → Fin 3) :
    amp 1 (Fin.append a b) = 1 / 2 * ∑ μ, blockVec μ a * blockVec μ b := by
  -- the trace of a product, expanded in the basis of boundary matrices
  have key : ∀ A B : Matrix (Fin 2) (Fin 2) ℂ,
      (A * B).trace = 1 / 2 * ∑ μ, (bondOp μ * A).trace * (bondOp μ * B).trace := by
    intro A B
    simp [Fin.sum_univ_four, bondOp, pauli, Matrix.trace_fin_two, Matrix.mul_apply,
      Fin.sum_univ_two]
    linear_combination (-1 / 2 * ((A 0 1 - A 1 0) * (B 0 1 - B 1 0))) * Complex.I_sq
  simp only [blockVec, amp]
  rw [List.ofFn_fin_append, List.map_append, List.prod_append, Matrix.one_mul, key]

/-- The action of the reduced density matrix on any vector `v` of the block space, expressed through
the overlaps of `v` with the four block vectors. -/
theorem reducedDensity_apply (m : ℕ) {n : ℕ} (v : (Fin n → Fin 3) → ℂ) (a : Fin n → Fin 3) :
    ∑ a', reducedDensity m a a' * v a'
      = ∑ μ, (blockWeight m μ : ℂ) / 4 * blockVec μ a * ∑ a', conj (blockVec μ a') * v a' := by
  have hρ : ∀ a' : Fin n → Fin 3, reducedDensity m a a'
      = ∑ μ, (blockWeight m μ : ℂ) / 4 * blockVec μ a * conj (blockVec μ a') := by
    intro a'
    have hb : ∀ b : Fin m → Fin 3,
        amp 1 (Fin.append a b) * conj (amp 1 (Fin.append a' b))
          = ∑ μ, ∑ ν, (1 / 4 * blockVec μ a * conj (blockVec ν a'))
              * (conj (blockVec ν b) * blockVec μ b) := by
      intro b
      rw [ring_schmidt, ring_schmidt]
      simp only [Fin.sum_univ_four, map_mul, map_add, map_div₀, map_one, map_ofNat]
      ring
    unfold reducedDensity
    rw [Finset.sum_congr rfl (fun b _ => hb b), Finset.sum_comm]
    refine Finset.sum_congr rfl (fun μ _ => ?_)
    rw [Finset.sum_comm]
    -- orthogonality in the environment removes the cross terms
    simp only [← Finset.mul_sum, blockVec_gram, mul_ite, mul_zero, Finset.sum_ite_eq',
      Finset.mem_univ, if_true]
    ring
  simp only [hρ, Finset.sum_mul]
  rw [Finset.sum_comm]
  refine Finset.sum_congr rfl (fun μ _ => ?_)
  rw [Finset.mul_sum]
  exact Finset.sum_congr rfl (fun a' _ => by ring)

/-- Applying the unnormalised reduced density matrix to a block vector multiplies it by one quarter
of the product of the two block weights. -/
theorem entanglement_spectrum (n m : ℕ) (ν : Fin 4) (a : Fin n → Fin 3) :
    ∑ a', reducedDensity m a a' * blockVec ν a'
      = ((blockWeight n ν * blockWeight m ν / 4 : ℝ) : ℂ) * blockVec ν a := by
  rw [reducedDensity_apply]
  simp only [blockVec_gram, mul_ite, mul_zero, Finset.sum_ite_eq', Finset.mem_univ, if_true]
  push_cast
  ring

/-- The reduced density matrix annihilates every vector orthogonal to the four block vectors. -/
theorem reducedDensity_kernel (m : ℕ) {n : ℕ} (v : (Fin n → Fin 3) → ℂ)
    (hv : ∀ μ, ∑ a', conj (blockVec μ a') * v a' = 0) (a : Fin n → Fin 3) :
    ∑ a', reducedDensity m a a' * v a' = 0 := by
  rw [reducedDensity_apply]
  simp only [hv, mul_zero, Finset.sum_const_zero]

/-- For a block of at least two sites, all four block vectors are nonzero. -/
theorem blockVec_ne_zero {n : ℕ} (hn : 2 ≤ n) (μ : Fin 4) :
    (blockVec μ : (Fin n → Fin 3) → ℂ) ≠ 0 := by
  intro h
  have g := blockVec_gram n μ μ
  rw [if_pos rfl] at g
  have h0 : (blockWeight n μ : ℂ) = 0 := by
    rw [← g]
    simp [h]
  have h1 : blockWeight n μ = 0 := by exact_mod_cast h0
  -- the squared norm is at least 9 - 3
  have h9 : (9 : ℝ) ≤ 3 ^ n := by
    calc (9 : ℝ) = 3 ^ 2 := by norm_num
      _ ≤ 3 ^ n := pow_le_pow_right₀ (by norm_num) hn
  unfold blockWeight at h1
  rcases neg_one_pow_eq_or ℝ n with e | e <;> rw [e] at h1 <;> split_ifs at h1 <;> linarith

end

end AKLTEntanglementSpectrum
```

```lean
#print axioms AKLTEntanglementSpectrum.entanglement_spectrum
#print axioms AKLTEntanglementSpectrum.reducedDensity_kernel
#print axioms AKLTEntanglementSpectrum.blockVec_ne_zero
```

```
'AKLTEntanglementSpectrum.entanglement_spectrum' depends on axioms: [propext, Classical.choice, Quot.sound]
'AKLTEntanglementSpectrum.reducedDensity_kernel' depends on axioms: [propext, Classical.choice, Quot.sound]
'AKLTEntanglementSpectrum.blockVec_ne_zero' depends on axioms: [propext, Classical.choice, Quot.sound]
```

## How the proof follows the calculation

`trace_pauli_invariant` and `pauli_completeness` are the two facts used in the recursion. The first checks that each Pauli matrix is Hermitian and squares to one, then moves the factors together by cyclicity of the trace. The second writes out the matrix entries; what remains is a multiple of \(i^2=-1\), coming from \(\sigma_y\), and `linear_combination` supplies it through `Complex.I_sq`.

`block_overlap` is the induction. The phrase `generalizing B C` matters because the induction hypothesis is applied to \(B\sigma_k\) and \(C\sigma_k\), not to the original matrices. Inside it, `hsplit` separates the sum over the first site from the rest, and `hcons` moves that site's Pauli matrix into the boundary. After the two lemmas have been inserted, `ring` confirms the coefficients.

`blockVec_gram` computes the traces of the four boundary matrices and of their products, then substitutes them into the general overlap. The case distinctions separate equal from unequal indices and the identity from the Pauli matrices.

In `ring_schmidt`, the auxiliary statement `key` is the expansion of \(\mathrm{tr}(XY)\), again checked on entries. The remaining rewriting splits the matrix product of the joined string into its block and environment factors.

`reducedDensity_apply` carries out the sum over the environment. Its step `hb` expands the product of two ring amplitudes into a double sum over \(\mu\) and \(\nu\); exchanging the sums and using `blockVec_gram` on the \(m\) environment sites leaves the diagonal form of \(\rho\), recorded as `hρ`. The result is the action of \(\rho\) on an arbitrary vector \(v\), written through the overlaps of \(v\) with the four \(\phi_\mu\).

The last two statements about \(\rho\) are then short. For `entanglement_spectrum` the overlaps are given by `blockVec_gram` on the block, and for `reducedDensity_kernel` they vanish by hypothesis. Finally, `blockVec_ne_zero` argues by contradiction: a zero vector would have zero squared norm, but for \(n\ge2\) we have \(3^n\ge9\), and the alternating term lowers this by at most 3.
